# On the energy contour of a $C^2$ potential, an extremum of the gradient norm makes a nonzero gradient a Hessian eigenvector

## Potential, gradient and Hessian

Configurations are points of a real Hilbert space $E$ with inner product $\langle\cdot,\cdot\rangle$, for instance $\mathbb R^n$ in Cartesian or mass-weighted coordinates. The metric is constant, which excludes curvilinear coordinates with a position-dependent metric. The potential energy is $V:E\to\mathbb R$, and $p\in E$ is a fixed point. The hypothesis `ContDiffAt ℝ 2 V p` says that $V$ is twice continuously differentiable near $p$; $C^3$ potentials are included.

In Lean 4 with Mathlib:

```lean
import Mathlib

open InnerProductSpace
open scoped RealInnerProductSpace

namespace GradientExtremal

noncomputable section

variable {E : Type*} [NormedAddCommGroup E] [InnerProductSpace ℝ E] [CompleteSpace E]
```

The gradient is defined by $\langle\nabla V(x),v\rangle=DV(x)v$ for all $v\in E$, and the force is $-\nabla V$. The linear isometry $R$ (`riesz`) sends a covector $f$ to the vector with $\langle Rf,v\rangle=f(v)$, so $\nabla V=R\circ DV$.

```lean
/-- The continuous linear map sending a covector `f` to the vector `r` with `⟪r, v⟫ = f v`. -/
def riesz : StrongDual ℝ E →L[ℝ] E :=
  LinearMap.mkContinuous
    { toFun := fun f => (toDual ℝ E).symm f
      map_add' := fun f g => map_add _ f g
      map_smul' := by
        intro c f
        change (toDual ℝ E).symm (c • f) = c • (toDual ℝ E).symm f
        apply ext_inner_right ℝ
        intro v
        rw [real_inner_smul_left, toDual_symm_apply, toDual_symm_apply]
        rfl }
    1 (by
      intro f
      rw [one_mul]
      exact ((toDual ℝ E).symm.norm_map f).le)
```

Write $g=\nabla V(p)$. The Hessian $H$ is the derivative of the gradient field at $p$.

```lean
/-- The Hessian of the potential `V` at `p`: the derivative of the gradient field. -/
def hessian (V : E → ℝ) (p : E) : E →L[ℝ] E := fderiv ℝ (gradient V) p
```

The squared force is $\sigma(x)=\|\nabla V(x)\|^2$.

```lean
/-- The squared norm of the gradient of the potential `V` at `x`. -/
def gradSq (V : E → ℝ) (x : E) : ℝ := ‖gradient V x‖ ^ 2
```

A map $F$ is strictly differentiable at $p$ with derivative $L$ if $F(x)-F(y)-L(x-y)=o(\|x-y\|)$ as $x,y\to p$. In (a) to (f), $V$ is $C^2$ at $p$, and $v,w\in E$.

## (a) The Hessian is the second derivative

*Show that $\nabla V$ is strictly differentiable at $p$ with derivative $H$, and that $\langle Hv,w\rangle=D^2V(p)(v,w)$.*

$DV$ is $C^1$ (`h1`), hence strictly differentiable with derivative $D^2V(p)$ (`h2`). Composing with the continuous linear map $R$ gives $H=R\circ D^2V(p)$ (`h3`, `h4`). The defining property of $R$ gives the formula.

```lean
/-- For a `C²` potential the gradient field is strictly differentiable with derivative the
Hessian, and `⟪H v, w⟫` is the second derivative of `V` in the directions `v` and `w`. -/
theorem hessian_spec {V : E → ℝ} {p : E} (hV : ContDiffAt ℝ 2 V p) :
    HasStrictFDerivAt (gradient V) (hessian V p) p ∧
      ∀ v w, ⟪hessian V p v, w⟫ = fderiv ℝ (fderiv ℝ V) p v w := by
  have h1 : ContDiffAt ℝ 1 (fderiv ℝ V) p :=
    hV.fderiv_right (m := 1) (le_of_eq one_add_one_eq_two)
  have h2 : HasStrictFDerivAt (fderiv ℝ V) (fderiv ℝ (fderiv ℝ V) p) p :=
    h1.hasStrictFDerivAt (by simp)
  have h3 : HasStrictFDerivAt (gradient V)
      ((riesz (E := E)).comp (fderiv ℝ (fderiv ℝ V) p)) p :=
    (riesz (E := E)).hasStrictFDerivAt.comp p h2
  have h4 : hessian V p = (riesz (E := E)).comp (fderiv ℝ (fderiv ℝ V) p) :=
    h3.hasFDerivAt.fderiv
  rw [h4]
  exact ⟨h3, fun v w => toDual_symm_apply⟩
```

## (b) Symmetry

*Show that $\langle Hv,w\rangle=\langle v,Hw\rangle$.*

Second derivatives of a $C^2$ function commute (`hs`). With (a), $\langle Hv,w\rangle=D^2V(p)(v,w)=D^2V(p)(w,v)=\langle Hw,v\rangle=\langle v,Hw\rangle$.

```lean
/-- The Hessian of a `C²` potential is a symmetric operator. -/
theorem hessian_symm {V : E → ℝ} {p : E} (hV : ContDiffAt ℝ 2 V p) (v w : E) :
    ⟪hessian V p v, w⟫ = ⟪v, hessian V p w⟫ := by
  have hs : IsSymmSndFDerivAt ℝ V p := hV.isSymmSndFDerivAt (by simp)
  rw [real_inner_comm (hessian V p w) v, (hessian_spec hV).2, (hessian_spec hV).2]
  exact hs v w
```

## (c) Derivative of the squared force

*Show that $\sigma$ is strictly differentiable at $p$ with $D\sigma(p)v=\langle 2Hg,v\rangle$.*

The derivative of $\|y\|^2$ at $y=g$ is $2\langle g,\cdot\rangle$. The chain rule with (a) gives $D\sigma(p)v=2\langle g,Hv\rangle$ (`h`), and (b) turns this into $2\langle Hg,v\rangle$ (`e`). The covector $\langle y,\cdot\rangle$ is written `innerSL ℝ` applied to $y$.

```lean
/-- For a `C²` potential the squared gradient norm is strictly differentiable at `p`, with
derivative `v ↦ ⟪2 H g, v⟫`. -/
theorem gradSq_hasStrictFDerivAt {V : E → ℝ} {p : E} (hV : ContDiffAt ℝ 2 V p) :
    HasStrictFDerivAt (gradSq V) (innerSL ℝ ((2 : ℝ) • hessian V p (gradient V p))) p := by
  have h := (hasStrictFDerivAt_norm_sq (gradient V p)).comp p (hessian_spec hV).1
  -- the chain rule gives `2 ⟪g, H v⟫`; symmetry moves `H` onto `g`
  have e : innerSL ℝ ((2 : ℝ) • hessian V p (gradient V p))
      = (2 • innerSL ℝ (gradient V p)).comp (hessian V p) := by
    ext v
    have hs := hessian_symm hV (gradient V p) v
    simp [hs]
  rw [e]
  exact h
```

## (d) Stationarity transverse to the gradient

*Show that $Hg=cg$ for some real $c$ if and only if $D\sigma(p)v=0$ for every $v$ with $\langle g,v\rangle=0$.*

If $Hg=cg$ and $\langle g,v\rangle=0$, then $D\sigma(p)v=2c\langle g,v\rangle=0$ by (c). Conversely, for $g=0$ take $c=0$. For $g\neq0$ choose $c$ with $c\langle g,g\rangle=\langle g,Hg\rangle$ and put $w=Hg-cg$. Then $\langle g,w\rangle=0$ (`h1`), so the assumption gives $2\langle Hg,w\rangle=0$ (`h2`). Therefore $\|w\|^2=\langle Hg,w\rangle-c\langle g,w\rangle=0$ (`h3`) and $w=0$. The equivalence is of first order: the eigenvector condition yields stationarity, and no extremum is inferred from it.

```lean
/-- For a `C²` potential, `H g = c g` holds for some real `c` exactly when the derivative of
the squared gradient norm vanishes in every direction orthogonal to `g`. -/
theorem extremal_iff_tangent_stationary {V : E → ℝ} {p : E} (hV : ContDiffAt ℝ 2 V p) :
    (∃ c : ℝ, hessian V p (gradient V p) = c • gradient V p) ↔
      ∀ v, ⟪gradient V p, v⟫ = 0 → fderiv ℝ (gradSq V) p v = 0 := by
  have hD : ∀ v, fderiv ℝ (gradSq V) p v = 2 * ⟪hessian V p (gradient V p), v⟫ := by
    intro v
    rw [(gradSq_hasStrictFDerivAt hV).hasFDerivAt.fderiv]
    exact real_inner_smul_left _ _ _
  generalize gradient V p = g at hD ⊢
  generalize hessian V p = H at hD ⊢
  constructor
  · rintro ⟨c, hc⟩ v hv
    rw [hD, hc, real_inner_smul_left, hv]
    ring
  · intro h
    by_cases hg : g = 0
    · exact ⟨0, by simp [hg]⟩
    have hn : ⟪g, g⟫ ≠ 0 := fun h0 => hg (inner_self_eq_zero.mp h0)
    obtain ⟨c, hc⟩ : ∃ c : ℝ, c * ⟪g, g⟫ = ⟪g, H g⟫ := ⟨_, div_mul_cancel₀ _ hn⟩
    -- the component `w` of `H g` orthogonal to `g` is also orthogonal to `H g`
    obtain ⟨w, hw⟩ : ∃ w, w = H g - c • g := ⟨_, rfl⟩
    have h1 : ⟪g, w⟫ = 0 := by
      rw [hw, inner_sub_right, real_inner_smul_right, hc, sub_self]
    have h2 : ⟪H g, w⟫ = 0 := by
      have h3 := h w h1
      rw [hD] at h3
      linarith
    have h3 : ⟪H g - c • g, w⟫ = 0 := by
      rw [inner_sub_left, real_inner_smul_left, h1, h2]
      ring
    rw [hw] at h3
    exact ⟨c, sub_eq_zero.mp (inner_self_eq_zero.mp h3)⟩
```

## (e) The gradient extremal condition

*Let $g\neq0$, and let $\sigma$ restricted to $\{x\mid V(x)=V(p)\}$ have a local minimum or maximum at $p$ (`IsLocalExtrOn`, not necessarily strict). Show that $Hg=cg$ for exactly one real $c$ (`∃!`).*

The hypothesis `hg` means that $p$ is not a stationary point. The hypothesis `hext` means that the force is locally weakest or strongest at $p$ among configurations of equal energy.

Suppose the linear map $v\mapsto(DV(p)v,D\sigma(p)v)$ were onto $\mathbb R^2$. By strict differentiability, $(V,\sigma)$ would then map every neighbourhood of $p$ onto a neighbourhood of $(V(p),\sigma(p))$, and nearby points of the contour would have $\sigma$ both above and below $\sigma(p)$. So the range is a proper subspace, and some real pair $(a,b)\neq(0,0)$ satisfies
$$a\langle g,v\rangle+b\,D\sigma(p)v=0\quad\text{for all }v .$$
Mathlib's Lagrange multiplier theorem supplies this pair, and `key` is the displayed identity. If $b=0$, then $v=g$ gives $a\|g\|^2=0$, so $a=0$, a contradiction (`hb`). With $b\neq0$, every $v$ orthogonal to $g$ has $D\sigma(p)v=0$, and (d) gives $c$. If also $Hg=dg$ with $d$ real, then $(d-c)g=0$ and $d=c$. For $g=0$ every $c$ would solve the equation, so uniqueness rests on $g\neq0$.

```lean
/-- Gradient extremal condition: if `V` is `C²` at `p` with gradient `g ≠ 0` and the squared
gradient norm has a local extremum at `p` on the level set `V = V p`, then `H g = c g` for
exactly one real `c`. -/
theorem gradient_extremal {V : E → ℝ} {p : E} (hV : ContDiffAt ℝ 2 V p)
    (hg : gradient V p ≠ 0) (hext : IsLocalExtrOn (gradSq V) {x | V x = V p} p) :
    ∃! c : ℝ, hessian V p (gradient V p) = c • gradient V p := by
  have hV' : HasStrictFDerivAt V (fderiv ℝ V p) p := hV.hasStrictFDerivAt (by simp)
  have hφ := gradSq_hasStrictFDerivAt hV
  rw [← hφ.hasFDerivAt.fderiv] at hφ
  -- Lagrange multipliers on the level set
  obtain ⟨a, b, hab, h⟩ := hext.exists_multipliers_of_hasStrictFDerivAt_1d hV' hφ
  have key : ∀ v, a * ⟪gradient V p, v⟫ + b * fderiv ℝ (gradSq V) p v = 0 := by
    intro v
    have e : ⟪gradient V p, v⟫ = fderiv ℝ V p v := toDual_symm_apply
    have h1 := DFunLike.congr_fun h v
    rw [e]
    simpa using h1
  have hn : ⟪gradient V p, gradient V p⟫ ≠ 0 := fun h0 => hg (inner_self_eq_zero.mp h0)
  -- `g ≠ 0` rules out a vanishing multiplier of the objective
  have hb : b ≠ 0 := by
    intro hb
    have h1 := key (gradient V p)
    rw [hb, zero_mul, add_zero] at h1
    have ha : a = 0 := (mul_eq_zero.mp h1).resolve_right hn
    exact hab (by simp [ha, hb])
  obtain ⟨c, hc⟩ := (extremal_iff_tangent_stationary hV).mpr fun v hv => by
    have h1 := key v
    rw [hv, mul_zero, zero_add] at h1
    exact (mul_eq_zero.mp h1).resolve_left hb
  refine ⟨c, hc, fun d hd => ?_⟩
  have h1 : (d - c) • gradient V p = 0 := by rw [sub_smul, ← hd, ← hc, sub_self]
  exact sub_eq_zero.mp ((smul_eq_zero.mp h1).resolve_right hg)
```

Curves on which $Hg=cg$ holds, the gradient extremals, can be followed uphill from a minimum of a Born–Oppenheimer surface in search of a saddle. The theorem applies at points where the surface is $C^2$, which fails at a conical intersection. The theorem concerns one point: it does not show that such points form a curve or reach a saddle, and it does not say whether $c$ is the lowest eigenvalue of $H$.

## (f) The eigenvalue

*Under the hypotheses of (e), show that for real $c$, $Hg=cg$ holds if and only if $c=\langle g,Hg\rangle/\|g\|^2$.*

Pairing $Hg=dg$ with $g$ gives $\langle g,Hg\rangle=d\|g\|^2$, so any solution $d$ equals the quotient (`key`). Conversely, (e) provides a solution $d$; a number $c$ equal to the quotient equals $d$. With the unit vector $\hat g=g/\|g\|$ the value is $\langle\hat g,H\hat g\rangle$, the second derivative of $V$ at $p$ along the straight line in the direction of $g$.

```lean
/-- Under the hypotheses of the gradient extremal condition, `H g = c g` holds precisely for
the Rayleigh quotient `c = ⟪g, H g⟫ / ‖g‖²`. -/
theorem gradient_extremal_rayleigh {V : E → ℝ} {p : E} (hV : ContDiffAt ℝ 2 V p)
    (hg : gradient V p ≠ 0) (hext : IsLocalExtrOn (gradSq V) {x | V x = V p} p) (c : ℝ) :
    hessian V p (gradient V p) = c • gradient V p ↔
      c = ⟪gradient V p, hessian V p (gradient V p)⟫ / ‖gradient V p‖ ^ 2 := by
  have hn : ‖gradient V p‖ ^ 2 ≠ 0 := pow_ne_zero 2 (norm_ne_zero_iff.mpr hg)
  have key : ∀ d : ℝ, hessian V p (gradient V p) = d • gradient V p →
      d = ⟪gradient V p, hessian V p (gradient V p)⟫ / ‖gradient V p‖ ^ 2 := by
    intro d hd
    rw [eq_div_iff hn, hd, real_inner_smul_right, real_inner_self_eq_norm_sq]
  obtain ⟨d, hd, -⟩ := gradient_extremal hV hg hext
  refine ⟨key c, fun hc => ?_⟩
  rw [hc.trans (key d hd).symm]
  exact hd
```

## (g) A quadratic valley

For $u\in E$ let $V_u(x)=\|x\|^2+\langle u,x\rangle^2$, a harmonic well stiffened along $u$.

```lean
/-- The quadratic potential `‖x‖² + ⟪u, x⟫²`. -/
def valley (u x : E) : ℝ := ‖x‖ ^ 2 + ⟪u, x⟫ ^ 2
```

*Show that $\nabla V_u(x)=2x+2\langle u,x\rangle u$.*

The chain and product rules give $DV_u(x)v=2\langle x,v\rangle+2\langle u,x\rangle\langle u,v\rangle$ (`h`). This is $\langle 2x+2\langle u,x\rangle u,v\rangle$ for all $v$, which fixes the vector (`ext_inner_right`).

```lean
/-- The gradient of the potential `valley u` at `x` is `2 x + 2 ⟪u, x⟫ u`. -/
theorem gradient_valley (u x : E) :
    gradient (valley u) x = (2 : ℝ) • x + (2 * ⟪u, x⟫) • u := by
  have h1 := (hasStrictFDerivAt_norm_sq x).hasFDerivAt
  have h2 : HasFDerivAt (fun y : E => innerSL ℝ u y) (innerSL ℝ u) x :=
    (innerSL ℝ u).hasFDerivAt
  have he : valley u =ᶠ[nhds x] (fun y : E => ‖y‖ ^ 2)
      + (fun y : E => innerSL ℝ u y) * (fun y : E => innerSL ℝ u y) :=
    Filter.Eventually.of_forall fun y => by simp [valley, sq]
  have h := (h1.add (h2.mul h2)).congr_of_eventuallyEq he
  apply ext_inner_right ℝ
  intro v
  have e : ⟪gradient (valley u) x, v⟫ = fderiv ℝ (valley u) x v := toDual_symm_apply
  rw [e, h.fderiv]
  simp [inner_add_left, real_inner_smul_left]
  ring
```

## (h) The valley floor satisfies the hypotheses of (e)

*For $p\neq0$ with $\langle u,p\rangle=0$, show that $V_u$ is $C^2$ at $p$, has nonzero gradient there, and that its $\sigma$ has a local extremum on the contour through $p$.*

$V_u$ is a sum of squares of smooth type, the squared norm and a squared linear form, hence $C^2$ (`hc`), and $\nabla V_u(p)=2p\neq0$. Expanding (g),
$$\sigma(x)=4\|x\|^2+8\langle u,x\rangle^2+4\langle u,x\rangle^2\|u\|^2=4V_u(x)+4\langle u,x\rangle^2(1+\|u\|^2)$$
(`hsq`). On the contour the first term is constant, and the second is non-negative (`h0`) and vanishes at $p$. So $p$ minimises $\sigma$ on the whole contour, and `IsMinOn.localize` makes this a local minimum. In one dimension the conditions force $u=0$.

```lean
/-- At any `p ≠ 0` orthogonal to `u`, the potential `valley u` is `C²`, has nonzero gradient,
and its squared gradient norm has a local extremum on the level set through `p`. -/
theorem gradient_extremal_witness (u p : E) (hp : p ≠ 0) (hu : ⟪u, p⟫ = 0) :
    ContDiffAt ℝ 2 (valley u) p ∧ gradient (valley u) p ≠ 0 ∧
      IsLocalExtrOn (gradSq (valley u)) {x | valley u x = valley u p} p := by
  have hc : ContDiff ℝ 2 (valley u) :=
    (contDiff_norm_sq ℝ).add ((innerSL ℝ u).contDiff.pow 2)
  have hsq : ∀ x, gradSq (valley u) x = 4 * valley u x + 4 * ⟪u, x⟫ ^ 2 * (1 + ‖u‖ ^ 2) := by
    intro x
    rw [gradSq, gradient_valley, norm_add_sq_real, norm_smul, norm_smul,
      real_inner_smul_left, real_inner_smul_right, real_inner_comm u x]
    simp only [mul_pow, Real.norm_eq_abs, sq_abs, valley]
    ring
  refine ⟨hc.contDiffAt, ?_, Or.inl (IsMinOn.localize (isMinOn_iff.mpr fun x hx => ?_))⟩
  · rw [gradient_valley, hu]
    simpa using hp
  · have hx' : valley u x = valley u p := hx
    have h0 : 0 ≤ 4 * ⟪u, x⟫ ^ 2 * (1 + ‖u‖ ^ 2) := by positivity
    rw [hsq, hsq, hx', hu]
    linarith

end

end GradientExtremal
```

```lean
#print axioms GradientExtremal.gradient_extremal
-- 'GradientExtremal.gradient_extremal' depends on axioms: [propext, Classical.choice, Quot.sound]
#print axioms GradientExtremal.gradient_extremal_rayleigh
-- 'GradientExtremal.gradient_extremal_rayleigh' depends on axioms: [propext, Classical.choice, Quot.sound]
```
